# Fermi arc of a two-node Weyl model with surface condition \(\sigma_y\psi=\psi\): \(E=k_y\) and \(|k_z|<b\)

The continuum model \(H=k_x\sigma_x+k_y\sigma_y+(b^2-k_z^2)\sigma_z\) of a Weyl semimetal, with \(b>0\), has nodes at \(k_z=\pm b\) on the axis \(k_x=k_y=0\). Its Fermi arc at energy \(E_F\) depends on the surface condition; for the one chosen here it is the segment \(k_y=E_F\), \(|k_z|<b\) in the plane of surface momenta \((k_y,k_z)\). For a crystal filling \(x\ge 0\), with the spinor \(\psi\) obeying \(\sigma_y\psi(0)=\psi(0)\) at the surface, surface states of energy \(E_F\), square-integrable in the depth \(x\), exist on that segment and nowhere else.

In Lean 4 with Mathlib:

```lean
import Mathlib

open Matrix Set MeasureTheory
open Complex (I)

namespace WeylFermiArc

noncomputable section

/-- The Pauli matrix σx. -/
def σx : Matrix (Fin 2) (Fin 2) ℂ := !![0, 1; 1, 0]

/-- The Pauli matrix σy. -/
def σy : Matrix (Fin 2) (Fin 2) ℂ := !![0, -I; I, 0]

/-- The Pauli matrix σz. -/
def σz : Matrix (Fin 2) (Fin 2) ℂ := !![1, 0; 0, -1]

/-- The Weyl Hamiltonian `-i σx d/dx + ky σy + m σz` on the half-line `x ≥ 0`, applied to the
spinor `ψ` and evaluated at depth `x`; the derivative at the surface is one-sided. -/
def hamiltonian (ky m : ℝ) (ψ : ℝ → Fin 2 → ℂ) (x : ℝ) : Fin 2 → ℂ :=
  (-I) • (σx *ᵥ derivWithin ψ (Ici 0) x) + ((ky : ℂ) • σy + (m : ℂ) • σz) *ᵥ ψ x

/-- `ψ` is differentiable and solves the stationary Weyl equation at energy `E` for `x ≥ 0`. -/
structure Solves (ky m : ℝ) (E : ℂ) (ψ : ℝ → Fin 2 → ℂ) : Prop where
  diff : DifferentiableOn ℝ ψ (Ici 0)
  eqn : ∀ x, 0 ≤ x → hamiltonian ky m ψ x = E • ψ x

/-- A surface state: a nonzero, square-integrable solution on the half-line that obeys the
boundary condition `σy ψ(0) = ψ(0)`. -/
structure IsSurfaceState (ky m : ℝ) (E : ℂ) (ψ : ℝ → Fin 2 → ℂ) : Prop
    extends Solves ky m E ψ where
  boundary : σy *ᵥ ψ 0 = ψ 0
  nonzero : ∃ x, 0 ≤ x ∧ ψ x ≠ 0
  sqInt : IntegrableOn (fun x => ‖ψ x 0‖ ^ 2 + ‖ψ x 1‖ ^ 2) (Ioi 0)

/-- The amplitude `ψ₀ - i ψ₁` along the spinor `(1, i)`, up to a factor 2. -/
def arcAmp (ψ : ℝ → Fin 2 → ℂ) (x : ℝ) : ℂ := ψ x 0 - I * ψ x 1

/-- The amplitude `ψ₀ + i ψ₁` along the spinor `(1, -i)`, up to a factor 2. -/
def coAmp (ψ : ℝ → Fin 2 → ℂ) (x : ℝ) : ℂ := ψ x 0 + I * ψ x 1

/-- A quadratic form in the two amplitudes, with coefficients set by `ky`, `m` and `E`. -/
def invariant (ky m : ℝ) (E : ℂ) (ψ : ℝ → Fin 2 → ℂ) (x : ℝ) : ℂ :=
  (ky - E) * (arcAmp ψ x * arcAmp ψ x) + 2 * m * (arcAmp ψ x * coAmp ψ x)
    - (ky + E) * (coAmp ψ x * coAmp ψ x)

/-- The Weyl Hamiltonian written out in its two spinor components. -/
theorem hamiltonian_components (ky m : ℝ) (ψ : ℝ → Fin 2 → ℂ) (x : ℝ) :
    hamiltonian ky m ψ x =
      ![-I * derivWithin ψ (Ici 0) x 1 - I * ky * ψ x 1 + m * ψ x 0,
        -I * derivWithin ψ (Ici 0) x 0 + I * ky * ψ x 0 - m * ψ x 1] := by
  unfold hamiltonian
  generalize derivWithin ψ (Ici 0) x = d
  refine funext (Fin.forall_fin_two.2 ⟨?_, ?_⟩) <;>
    simp [σx, σy, σz, dotProduct, Fin.sum_univ_two] <;> ring

/-- For a solution of the Weyl equation the two amplitudes obey a pair of coupled first-order
equations, with coupling constants `ky + E` and `ky - E`. -/
theorem amplitude_equations {ky m : ℝ} {E : ℂ} {ψ : ℝ → Fin 2 → ℂ} (h : Solves ky m E ψ)
    (x : ℝ) (hx : 0 ≤ x) :
    HasDerivWithinAt (arcAmp ψ) (-m * arcAmp ψ x + (ky + E) * coAmp ψ x) (Ici 0) x ∧
    HasDerivWithinAt (coAmp ψ) (m * coAmp ψ x + (ky - E) * arcAmp ψ x) (Ici 0) x := by
  have hd := hasDerivWithinAt_pi.1 (h.diff x hx).hasDerivWithinAt
  have e := h.eqn x hx
  rw [hamiltonian_components] at e
  have e0 : -I * derivWithin ψ (Ici 0) x 1 - I * ky * ψ x 1 + m * ψ x 0 = E * ψ x 0 :=
    congrFun e 0
  have e1 : -I * derivWithin ψ (Ici 0) x 0 + I * ky * ψ x 0 - m * ψ x 1 = E * ψ x 1 :=
    congrFun e 1
  have hu : HasDerivWithinAt (arcAmp ψ) _ (Ici 0) x := (hd 0).sub ((hd 1).const_mul I)
  have hv : HasDerivWithinAt (coAmp ψ) _ (Ici 0) x := (hd 0).add ((hd 1).const_mul I)
  constructor
  · refine hu.congr_deriv ?_
    unfold arcAmp coAmp
    linear_combination I * e1 + e0 + (derivWithin ψ (Ici 0) x 0 - ky * ψ x 0) * Complex.I_sq
  · refine hv.congr_deriv ?_
    unfold arcAmp coAmp
    linear_combination I * e1 - e0 + (derivWithin ψ (Ici 0) x 0 - ky * ψ x 0) * Complex.I_sq

/-- For a solution of the Weyl equation the quadratic form `invariant` has the same value at
every depth as at the surface. -/
theorem invariant_conserved {ky m : ℝ} {E : ℂ} {ψ : ℝ → Fin 2 → ℂ} (h : Solves ky m E ψ)
    (x : ℝ) (hx : 0 ≤ x) : invariant ky m E ψ x = invariant ky m E ψ 0 := by
  have hd : ∀ y, 0 ≤ y → HasDerivWithinAt (invariant ky m E ψ) 0 (Ici 0) y := by
    intro y hy
    obtain ⟨hu, hv⟩ := amplitude_equations h y hy
    have hq : HasDerivWithinAt (invariant ky m E ψ) _ (Ici 0) y :=
      (((hu.mul hu).const_mul ((ky : ℂ) - E)).add ((hu.mul hv).const_mul (2 * (m : ℂ)))).sub
        ((hv.mul hv).const_mul ((ky : ℂ) + E))
    exact hq.congr_deriv (by ring)
  exact constant_of_has_deriv_right_zero
    (fun y hy => (hd y hy.1).continuousWithinAt.mono Icc_subset_Ici_self)
    (fun y hy => (hd y hy.1).mono (Ici_subset_Ici.2 hy.1)) x ⟨hx, le_rfl⟩

/-- A solution of the Weyl equation that vanishes at the surface vanishes at every depth. -/
theorem eq_zero_of_surface_zero {ky m : ℝ} {E : ℂ} {ψ : ℝ → Fin 2 → ℂ} (h : Solves ky m E ψ)
    (h0 : ψ 0 = 0) (x : ℝ) (hx : 0 ≤ x) : ψ x = 0 := by
  have hd := fun y hy => (amplitude_equations h y hy).1.prodMk (amplitude_equations h y hy).2
  -- Grönwall's inequality for the pair of amplitudes
  have hg := norm_le_gronwallBound_of_norm_deriv_right_le (δ := 0) (ε := 0) (a := 0) (b := x)
    (K := ‖(m : ℂ)‖ + ‖(ky : ℂ) + E‖ + ‖(ky : ℂ) - E‖)
    (fun y hy => (hd y hy.1).continuousWithinAt.mono Icc_subset_Ici_self)
    (fun y hy => (hd y hy.1).mono (Ici_subset_Ici.2 hy.1))
    (by simp [arcAmp, coAmp, h0]) (by
      intro y _
      have ha : ‖arcAmp ψ y‖ ≤ ‖(arcAmp ψ y, coAmp ψ y)‖ := le_max_left _ _
      have hb : ‖coAmp ψ y‖ ≤ ‖(arcAmp ψ y, coAmp ψ y)‖ := le_max_right _ _
      have hN := norm_nonneg (arcAmp ψ y, coAmp ψ y)
      have k1 := mul_le_mul_of_nonneg_left ha (norm_nonneg (m : ℂ))
      have k2 := mul_le_mul_of_nonneg_left hb (norm_nonneg ((ky : ℂ) + E))
      have k3 := mul_le_mul_of_nonneg_left hb (norm_nonneg (m : ℂ))
      have k4 := mul_le_mul_of_nonneg_left ha (norm_nonneg ((ky : ℂ) - E))
      have p1 := mul_nonneg (norm_nonneg ((ky : ℂ) - E)) hN
      have p2 := mul_nonneg (norm_nonneg ((ky : ℂ) + E)) hN
      refine (Prod.norm_def _).le.trans (max_le ?_ ?_)
      · refine (norm_add_le _ _).trans ?_
        rw [norm_mul, norm_mul, norm_neg]
        linarith
      · refine (norm_add_le _ _).trans ?_
        rw [norm_mul, norm_mul]
        linarith) x ⟨hx, le_rfl⟩
  rw [gronwallBound_ε0_δ0] at hg
  have hz := norm_le_zero_iff.1 hg
  have hu : ψ x 0 - I * ψ x 1 = 0 := congrArg Prod.fst hz
  have hv : ψ x 0 + I * ψ x 1 = 0 := congrArg Prod.snd hz
  refine funext (Fin.forall_fin_two.2 ⟨?_, ?_⟩)
  · show ψ x 0 = 0
    linear_combination (hu + hv) / 2
  · show ψ x 1 = 0
    linear_combination (I / 2) * hu - (I / 2) * hv + ψ x 1 * Complex.I_sq

/-- A function on the half-line with `f' = c f` is the exponential `exp(c x) f(0)`. -/
theorem exponential_law {f : ℝ → ℂ} {c : ℂ}
    (hf : ∀ x, 0 ≤ x → HasDerivWithinAt f (c * f x) (Ici 0) x) (x : ℝ) (hx : 0 ≤ x) :
    f x = Complex.exp (c * x) * f 0 := by
  have hd : ∀ y : ℝ, 0 ≤ y →
      HasDerivWithinAt (fun t : ℝ => Complex.exp (-c * t) * f t) 0 (Ici 0) y := by
    intro y hy
    have h1 : HasDerivAt (fun t : ℝ => -c * (t : ℂ)) (-c) y :=
      ((hasDerivAt_id y).ofReal_comp.const_mul (-c)).congr_deriv (by simp)
    exact (h1.cexp.hasDerivWithinAt.mul (hf y hy)).congr_deriv (by ring)
  have hg : Complex.exp (-c * x) * f x = Complex.exp (-c * (0 : ℝ)) * f 0 :=
    constant_of_has_deriv_right_zero
      (fun y hy => (hd y hy.1).continuousWithinAt.mono Icc_subset_Ici_self)
      (fun y hy => (hd y hy.1).mono (Ici_subset_Ici.2 hy.1)) x ⟨hx, le_rfl⟩
  calc f x = Complex.exp (c * x) * (Complex.exp (-c * x) * f x) := by
        rw [← mul_assoc, ← Complex.exp_add]; simp
    _ = Complex.exp (c * x) * f 0 := by rw [hg]; simp

/-- An integrable density on the half-line has no positive lower bound. -/
theorem no_positive_floor {ρ : ℝ → ℝ} (hρ : IntegrableOn ρ (Ioi 0)) {c : ℝ}
    (h : ∀ x, 0 < x → c ≤ ρ x) : c ≤ 0 := by
  by_contra hc
  have hc : 0 < c := not_le.1 hc
  have hi : IntegrableOn (fun _ : ℝ => c) (Ioi 0) :=
    Integrable.mono' hρ aestronglyMeasurable_const
      ((ae_restrict_iff' measurableSet_Ioi).2 (Filter.Eventually.of_forall fun x hx => by
        rw [Real.norm_of_nonneg hc.le]; exact h x hx))
  simp [integrableOn_const_iff, hc.ne'] at hi

/-- Every surface state has energy `E = ky` and the exponential profile
`ψ(x) = exp(-m x) ψ(0)`. -/
theorem energy_and_profile {ky m : ℝ} {E : ℂ} {ψ : ℝ → Fin 2 → ℂ}
    (h : IsSurfaceState ky m E ψ) :
    E = ky ∧ ∀ x : ℝ, 0 ≤ x → ψ x = Complex.exp (-m * x) • ψ 0 := by
  have hb : -I * ψ 0 1 = ψ 0 0 := by
    have := congrFun h.boundary 0
    simpa [σy, Matrix.mulVec, dotProduct, Fin.sum_univ_two] using this
  have hv0 : coAmp ψ 0 = 0 := by unfold coAmp; linear_combination -hb
  -- the conserved form is dominated by the density, hence zero
  have hQ : ‖invariant ky m E ψ 0‖ ≤ 0 := by
    refine no_positive_floor (Integrable.const_mul h.sqInt
      (2 * (‖(ky : ℂ) - E‖ + ‖2 * (m : ℂ)‖ + ‖(ky : ℂ) + E‖))) fun x hx => ?_
    rw [← invariant_conserved h.toSolves x hx.le]
    obtain ⟨s, hs⟩ : ∃ s, s = ‖ψ x 0‖ + ‖ψ x 1‖ := ⟨_, rfl⟩
    have hs0 : 0 ≤ s := by rw [hs]; positivity
    have hu : ‖arcAmp ψ x‖ ≤ s := by
      rw [hs]; exact (norm_sub_le _ _).trans (by simp)
    have hv : ‖coAmp ψ x‖ ≤ s := by
      rw [hs]; exact (norm_add_le _ _).trans (by simp)
    have key : ∀ a p q : ℂ, ‖p‖ ≤ s → ‖q‖ ≤ s → ‖a * (p * q)‖ ≤ ‖a‖ * (s * s) := by
      intro a p q hp hq
      rw [norm_mul, norm_mul]
      gcongr
    have hss : s * s ≤ 2 * (‖ψ x 0‖ ^ 2 + ‖ψ x 1‖ ^ 2) := by
      rw [hs]; nlinarith [sq_nonneg (‖ψ x 0‖ - ‖ψ x 1‖)]
    have hK : 0 ≤ ‖(ky : ℂ) - E‖ + ‖2 * (m : ℂ)‖ + ‖(ky : ℂ) + E‖ := by positivity
    have t1 : ‖invariant ky m E ψ x‖ ≤ _ := norm_sub_le _ _
    have t2 := norm_add_le (((ky : ℂ) - E) * (arcAmp ψ x * arcAmp ψ x))
      (2 * (m : ℂ) * (arcAmp ψ x * coAmp ψ x))
    linarith [key (ky - E) _ _ hu hu, key (2 * m) _ _ hu hv, key (ky + E) _ _ hv hv,
      mul_le_mul_of_nonneg_left hss hK]
  have hE : E = ky := by
    have hq := norm_le_zero_iff.1 hQ
    simp only [invariant, hv0, mul_zero, add_zero, sub_zero] at hq
    rcases mul_eq_zero.1 hq with h1 | h1
    · exact (sub_eq_zero.1 h1).symm
    · have hu0 : ψ 0 0 - I * ψ 0 1 = 0 := mul_self_eq_zero.1 h1
      have hz : ψ 0 = 0 := by
        refine funext (Fin.forall_fin_two.2 ⟨?_, ?_⟩)
        · show ψ 0 0 = 0
          linear_combination (hu0 - hb) / 2
        · show ψ 0 1 = 0
          linear_combination (I / 2) * hu0 + (I / 2) * hb + ψ 0 1 * Complex.I_sq
      obtain ⟨x, hx, hne⟩ := h.nonzero
      exact absurd (eq_zero_of_surface_zero h.toSolves hz x hx) hne
  refine ⟨hE, fun x hx => ?_⟩
  -- at E = ky the second amplitude decouples and stays zero
  have hv : ∀ y, 0 ≤ y → coAmp ψ y = 0 := fun y hy => by
    rw [exponential_law (c := m) (fun t ht =>
      (amplitude_equations h.toSolves t ht).2.congr_deriv (by rw [hE]; ring)) y hy, hv0, mul_zero]
  have hu := exponential_law (c := -m) (fun t ht =>
    (amplitude_equations h.toSolves t ht).1.congr_deriv (by rw [hv t ht]; ring)) x hx
  have hvx := hv x hx
  unfold arcAmp at hu
  unfold coAmp at hvx hv0
  refine funext (Fin.forall_fin_two.2 ⟨?_, ?_⟩)
  · show ψ x 0 = Complex.exp (-m * x) * ψ 0 0
    linear_combination (hu + hvx) / 2 - Complex.exp (-m * x) / 2 * hv0
  · show ψ x 1 = Complex.exp (-m * x) * ψ 0 1
    linear_combination (I / 2) * hu - (I / 2) * hvx + (I / 2) * Complex.exp (-m * x) * hv0
      + (ψ x 1 - Complex.exp (-m * x) * ψ 0 1) * Complex.I_sq

/-- For `m > 0` the spinor `exp(-m x) (1, i)` is a surface state with energy `ky`. -/
theorem exponential_isSurfaceState (ky : ℝ) {m : ℝ} (hm : 0 < m) :
    IsSurfaceState ky m ky (fun x : ℝ => Complex.exp (-m * x) • ![1, I]) := by
  have hd : ∀ x : ℝ, HasDerivAt (fun x : ℝ => Complex.exp (-m * x) • ![1, I])
      ((Complex.exp (-m * x) * (-m)) • ![1, I]) x := fun x => by
    have h1 : HasDerivAt (fun t : ℝ => -(m : ℂ) * (t : ℂ)) (-m) x :=
      ((hasDerivAt_id x).ofReal_comp.const_mul (-(m : ℂ))).congr_deriv (by simp)
    exact h1.cexp.smul_const _
  refine ⟨⟨fun x _ => (hd x).differentiableAt.differentiableWithinAt, fun x hx => ?_⟩,
    ?_, ⟨0, le_rfl, fun h => ?_⟩, ?_⟩
  · rw [hamiltonian_components, (hd x).hasDerivWithinAt.derivWithin (uniqueDiffOn_Ici 0 x hx)]
    generalize Complex.exp (-m * x) = e
    refine funext (Fin.forall_fin_two.2 ⟨?_, ?_⟩)
    · show -I * (e * (-m) * I) - I * ky * (e * I) + m * (e * 1) = ky * (e * 1)
      linear_combination (m * e - ky * e) * Complex.I_sq
    · show -I * (e * (-m) * 1) + I * ky * (e * 1) - m * (e * I) = ky * (e * I)
      ring
  · refine funext (Fin.forall_fin_two.2 ⟨?_, ?_⟩) <;>
      simp [σy, Matrix.mulVec, dotProduct, Fin.sum_univ_two]
  · have := congrFun h 0
    simp at this
  · have he : (fun x : ℝ => ‖(Complex.exp (-m * x) • ![1, I]) 0‖ ^ 2
        + ‖(Complex.exp (-m * x) • ![1, I]) 1‖ ^ 2)
        = fun x : ℝ => 2 * Real.exp (-(2 * m) * x) := by
      funext x
      have h2 : Real.exp (-(2 * m) * x) = Real.exp (-m * x) * Real.exp (-m * x) := by
        rw [← Real.exp_add]; congr 1; ring
      have hn : ‖Complex.exp (-m * x)‖ = Real.exp (-m * x) := by
        rw [Complex.norm_exp]; simp
      show ‖Complex.exp (-m * x) * 1‖ ^ 2 + ‖Complex.exp (-m * x) * I‖ ^ 2 = _
      rw [norm_mul, norm_mul, hn, h2, norm_one, Complex.norm_I]
      ring
    rw [he]
    exact Integrable.const_mul (exp_neg_integrableOn_Ioi 0 (by linarith)) 2

/-- At real `ky` and `m` and complex energy `E`, a surface state exists exactly when
`E = ky` and `m > 0`. -/
theorem surface_state_iff (ky m : ℝ) (E : ℂ) :
    (∃ ψ, IsSurfaceState ky m E ψ) ↔ E = ky ∧ 0 < m := by
  constructor
  · rintro ⟨ψ, h⟩
    obtain ⟨hE, hp⟩ := energy_and_profile h
    refine ⟨hE, ?_⟩
    by_contra hm
    have hm : m ≤ 0 := not_lt.1 hm
    -- for m ≤ 0 the density never drops below its surface value
    have hfl : ‖ψ 0 0‖ ^ 2 + ‖ψ 0 1‖ ^ 2 ≤ 0 := by
      refine no_positive_floor h.sqInt fun x hx => ?_
      have hn : 1 ≤ ‖Complex.exp (-m * x)‖ := by
        have hr : (-(m : ℂ) * x).re = -m * x := by simp
        rw [Complex.norm_exp, hr]
        exact Real.one_le_exp (mul_nonneg (by linarith) hx.le)
      have hi : ∀ i, ‖ψ 0 i‖ ≤ ‖ψ x i‖ := fun i => by
        have e : ψ x i = Complex.exp (-m * x) * ψ 0 i := congrFun (hp x hx.le) i
        rw [e, norm_mul]
        exact le_mul_of_one_le_left (norm_nonneg _) hn
      have h0 := hi 0
      have h1 := hi 1
      gcongr
    have z0 : ψ 0 0 = 0 := norm_eq_zero.1 (by nlinarith [sq_nonneg ‖ψ 0 0‖, sq_nonneg ‖ψ 0 1‖])
    have z1 : ψ 0 1 = 0 := norm_eq_zero.1 (by nlinarith [sq_nonneg ‖ψ 0 0‖, sq_nonneg ‖ψ 0 1‖])
    obtain ⟨x, hx, hne⟩ := h.nonzero
    exact hne (eq_zero_of_surface_zero h.toSolves
      (funext (Fin.forall_fin_two.2 ⟨z0, z1⟩)) x hx)
  · rintro ⟨rfl, hm⟩
    exact ⟨_, exponential_isSurfaceState ky hm⟩

/-- Fermi arc: for the mass `m = b² - kz²` with `b > 0`, a surface state of energy `E` exists
exactly when `E = ky` and `|kz| < b`. -/
theorem fermi_arc (ky kz : ℝ) {b : ℝ} (hb : 0 < b) (E : ℂ) :
    (∃ ψ, IsSurfaceState ky (b ^ 2 - kz ^ 2) E ψ) ↔ E = ky ∧ |kz| < b := by
  rw [surface_state_iff, sub_pos, sq_lt_sq, abs_of_pos hb]

end

end WeylFermiArc
```

```lean
#print axioms WeylFermiArc.fermi_arc
-- 'WeylFermiArc.fermi_arc' depends on axioms: [propext, Classical.choice, Quot.sound]
```

The physical question is which electron states stay bound to a clean, flat surface. Since \(k_y\) and \(k_z\) are conserved there, each pair leaves a problem in the depth \(x\):

\[
-i\sigma_x\psi'+(k_y\sigma_y+m\sigma_z)\psi=E\psi,\qquad m=b^2-k_z^2 .
\]

Here \(b>0\) is half the node separation, and units are chosen so that \(\hbar\), the velocity along \(x\) and \(y\), and the coefficient of \(b^2-k_z^2\) are one. The boundary condition makes the current through the surface, \(\psi^\dagger\sigma_x\psi\), vanish. It is assumed: the step from a real crystal termination to this continuum equation and boundary spinor is left to the modeller.

The theorem `fermi_arc` says that a surface state exists exactly when \(E=k_y\) and \(|k_z|<b\). The momenta are real, but `E` may be complex, so the reality of the energy is a conclusion. In `IsSurfaceState`, `ψ x 0` and `ψ x 1` are the components \(\psi_0,\psi_1\) at depth \(x\). The spinor must be differentiable on \([0,\infty)\), one-sidedly at the surface, and nonzero somewhere on it; the equation then makes it \(C^1\). The field `sqInt` makes the density \(\rho=|\psi_0|^2+|\psi_1|^2\) integrable. The result concerns non-interacting electrons in this one model, and no Chern number enters.

For the derivation, write out the components, as `hamiltonian_components` does, and solve for the derivatives:

\[
\psi_0'=k_y\psi_0+i(E+m)\psi_1,\qquad
\psi_1'=-k_y\psi_1+i(E-m)\psi_0 .
\]

Set \(u=\psi_0-i\psi_1\) (`arcAmp`) and \(v=\psi_0+i\psi_1\) (`coAmp`). Adding and subtracting gives `amplitude_equations`, where `linear_combination` does the algebra:

\[
u'=-mu+(k_y+E)v,\qquad v'=mv+(k_y-E)u .
\]

The boundary condition reads \(-i\psi_1(0)=\psi_0(0)\), that is, \(v(0)=0\). Now consider

\[
Q=(k_y-E)u^2+2muv-(k_y+E)v^2 .
\]

The code calls it `invariant`, meaning constant in depth, not a topological invariant. Indeed

\[
\begin{aligned}
Q'={}&2(k_y-E)u\,[-mu+(k_y+E)v]\\
&+2m\,[(k_y+E)v^2+(k_y-E)u^2]\\
&-2(k_y+E)v\,[mv+(k_y-E)u]=0 ,
\end{aligned}
\]

which `ring` checks in `invariant_conserved`.

Both \(|u|\) and \(|v|\) are at most \(|\psi_0|+|\psi_1|\), whose square is at most \(2\rho\). Hence

\[
|Q|\le 2\big(|k_y-E|+2|m|+|k_y+E|\big)\rho .
\]

An integrable function on the half-line has no positive lower bound (`no_positive_floor`), so \(Q=0\). At the surface this leaves \((k_y-E)u(0)^2=0\). If \(u(0)=0\), then \(\psi(0)=0\), and Grönwall's inequality in `eq_zero_of_surface_zero` forces \(\psi=0\) throughout, which is excluded. Therefore \(E=k_y\).

The second equation is now \(v'=mv\) with \(v(0)=0\), so \(v=0\). Then \(u'=-mu\), and

\[
\psi(x)=e^{-mx}\psi(0).
\]

Both integrations use `exponential_law`, which shows that \(e^{-cx}f\) is constant when \(f'=cf\). They complete `energy_and_profile`.

For \(m\le 0\) the density never falls below \(\rho(0)>0\), so it is not integrable; this gives \(m>0\) in `surface_state_iff`. Conversely, for \(m>0\), `exponential_isSurfaceState` verifies \(e^{-mx}(1,i)\) by substitution. Its density \(2e^{-2mx}\) integrates to \(1/m\), so the normalised state is \(\sqrt m\,e^{-mx}(1,i)\). Finally, \(b^2-k_z^2>0\) is the same as \(|k_z|<b\) because \(b>0\).

In a calculation with \(b=1\) and \(E_F=0.1\), the arc is the segment \(k_y=0.1\), \(|k_z|<1\). At \(k_z=0.6\) one has \(m=0.64\), so the density falls by a factor \(e\) over a depth \(1/(2m)\approx0.78\). This depth grows without limit towards the ends of the arc.

If square-integrability is weakened to boundedness, the equivalence fails. At \(k_z=b\) the constant spinor \((1,i)\) solves the equation with \(E=k_y\) and obeys the boundary condition, yet \(|k_z|<b\) is false.
